# Among pairs of levels numbered from 0 with j + k ≤ J, each total n ≤ J occurs n + 1 times

The theorem `sum_sparseLevels` concerns pairs of levels (j, k), numbered from 0, whose sum is at most a finite cutoff J. If a quantity g depends on a pair only through n = j + k, its sum over all these pairs equals the sum of (n + 1) g(n) for n from 0 to J. The values of g may lie in any commutative additive monoid, and no Hamiltonian or wavefunction enters the statement. The proof groups the pairs by their total n, identifies each group with the antidiagonal of all pairs summing to n, and counts its n + 1 members.

In Lean, a first try:

```lean
import Mathlib

open Finset

namespace SumSparseLevels

noncomputable section

/-- The sparse choice of level pairs, `j + k ≤ J`. -/
def sparseLevels (J : ℕ) : Finset (ℕ × ℕ) :=
  (range (J + 1) ×ˢ range (J + 1)).filter fun p => p.1 + p.2 ≤ J

/-- A level pair is in the sparse choice exactly when `j + k ≤ J`. -/
theorem mem_sparseLevels (J : ℕ) (p : ℕ × ℕ) : p ∈ sparseLevels J ↔ p.1 + p.2 ≤ J := by
  simp only [sparseLevels, mem_filter, mem_product, mem_range]
  omega

/-- A sum over the sparse level pairs of a quantity depending only on `n = j + k` counts
each `n ≤ J` exactly `n + 1` times. -/
theorem sum_sparseLevels {M : Type*} [AddCommMonoid M] (J : ℕ) (g : ℕ → M) :
    ∑ p ∈ sparseLevels J, g (p.1 + p.2) = ∑ n ∈ range (J + 1), (n + 1) • g n := by
  have hmaps : ∀ p ∈ sparseLevels J, p.1 + p.2 ∈ range (J + 1) := by
    intro p hp
    have := (mem_sparseLevels J p).1 hp
    exact mem_range.2 (by omega)
  rw [← Finset.sum_fiberwise_of_maps_to hmaps]
  refine Finset.sum_congr rfl fun n hn => ?_
  -- the level pairs with fixed j + k form an antidiagonal
  have hfib : (sparseLevels J).filter (fun p => p.1 + p.2 = n) = antidiagonal n := by
    ext p
    have := mem_range.1 hn
    simp only [mem_filter, mem_sparseLevels, mem_antidiagonal]
    omega
  rw [hfib, Finset.sum_congr rfl (fun p hp => by rw [mem_antidiagonal.1 hp]),
    Finset.sum_const, Finset.Nat.card_antidiagonal]

end

end SumSparseLevels
```

Compiling this gives:

```
Main.lean:32:45: error: Ambiguous term
  mem_antidiagonal
Possible interpretations:
  HasAntidiagonal.mem_antidiagonal : ?m.146 ∈ HasAntidiagonal.antidiagonal ?m.145 ↔ ?m.146.1 + ?m.146.2 = ?m.145
  
  Finset.mem_antidiagonal : ?m.151 ∈ Finset.antidiagonal ?m.148 ?m.149 ?m.150 ↔
    ?m.151.1 ∈ ?m.146 ∧ ?m.151.2 ∈ ?m.147 ∧ ?m.151.1 + ?m.151.2 = ?m.150
Main.lean:33:4: error: omega could not prove the goal:
a possible counterexample may satisfy the constraints
  c ≥ 0
  b ≥ 0
  b + c ≥ 0
  a ≥ 0
  a - b - c ≥ 0
where
 a := ↑J
 b := ↑p.1
 c := ↑p.2
```

The change, after which it compiles:

```diff
@@ -30,7 +30,8 @@
     ext p
     have := mem_range.1 hn
-    simp only [mem_filter, mem_sparseLevels, mem_antidiagonal]
+    simp only [mem_filter, mem_sparseLevels, HasAntidiagonal.mem_antidiagonal]
     omega
-  rw [hfib, Finset.sum_congr rfl (fun p hp => by rw [mem_antidiagonal.1 hp]),
+  rw [hfib, Finset.sum_congr rfl
+      (fun p hp => by rw [HasAntidiagonal.mem_antidiagonal.1 hp]),
     Finset.sum_const, Finset.Nat.card_antidiagonal]
 
```

Diagnosis. With `Finset` open, the short name `mem_antidiagonal` can mean two lemmas. One says that a pair lies in `antidiagonal n` exactly when its entries sum to n. The other is about an antidiagonal built from two given sets and a total, and also requires each entry to lie in its set. In the `simp only` call nothing decides between them, so Lean reports an ambiguous term.

The `omega` error follows from this. Without the lemma, membership in `antidiagonal n` is never turned into an equation between natural numbers, and `omega` can't use it in its original form. The constraints it lists therefore don't contradict each other.

Writing `HasAntidiagonal.mem_antidiagonal` in the `simp only` call picks the first lemma and cures both errors. The same change in the later `rw` is mere tidying, as is the new line break. Lean reported no error there, since the hypothesis `hp` given to the lemma fits only one of the two readings.
